# Coupling a spin 1/2 to a highest-weight vector of spin S > 0 gives total spins S + 1/2 and S − 1/2

A state of a spin system together with one added spin 1/2 is represented here by a pair $(a,b)$ of vectors from the original space $V$, standing for $a\otimes\text{up}+b\otimes\text{down}$. Every vector of $V\otimes\mathbb C^2$ has exactly one such form, so no tensor product needs to be built. The squared norm of the pair is $\|a\|^2+\|b\|^2$.

Let $J_+,J_-,J_z$ act on $V$, in units of $\hbar$, with

$$[J_z,J_+]=J_+,\qquad [J_z,J_-]=-J_-,\qquad [J_+,J_-]=2J_z,$$

and let $J_-$ be adjoint to $J_+$. Let $v$ be a unit vector with $J_+v=0$ and $J_zv=Sv$, where $S>0$. Then

$$v\otimes\text{up}\qquad\text{and}\qquad w=2S\,v\otimes\text{down}-(J_-v)\otimes\text{up}$$

are eigenvectors of the total squared spin with eigenvalues $j(j+1)$, for $j=S+\tfrac12$ and $j=S-\tfrac12$ respectively, and $\|w\|^2=2S(2S+1)$.

Repeated steps of this kind build the genealogical spin functions used in configuration interaction; the result here concerns one step, on highest-weight vectors, and leaves the spatial orbitals and antisymmetry aside.

## From the commutators to the coupled states

The total operators, marked by a superscript $t$, are sums of the operators of the two parts:

$$\begin{aligned}
J_+^t(a,b)&=(J_+a+b,\;J_+b),\\
J_-^t(a,b)&=(J_-a,\;J_-b+a),\\
J_z^t(a,b)&=(J_za+\tfrac12a,\;J_zb-\tfrac12b).
\end{aligned}$$

They obey the same commutation relations. Applying the commutators to $(a,b)$ and cancelling terms gives

$$\begin{aligned}
[J_z^t,J_+^t](a,b)&=([J_z,J_+]a+b,\;[J_z,J_+]b)=(J_+a+b,\;J_+b),\\
[J_z^t,J_-^t](a,b)&=([J_z,J_-]a,\;[J_z,J_-]b-a)=-(J_-a,\;J_-b+a),\\
[J_+^t,J_-^t](a,b)&=([J_+,J_-]a+a,\;[J_+,J_-]b-b)=2(J_za+\tfrac12a,\;J_zb-\tfrac12b).
\end{aligned}$$

Now let $x$ be any vector with $J_+x=0$ and $J_zx=jx$, for operators obeying these relations. Then

$$J_+J_-x=J_-J_+x+2J_zx=2j\,x,$$

and the squared spin acts as

$$\left[\tfrac12(J_+J_-+J_-J_+)+J_z^2\right]x=(j+j^2)x=j(j+1)x.$$

It remains to show that both coupled vectors are of this type. For $v\otimes\text{up}=(v,0)$, the total raising operator gives $(J_+v,0)=0$, and $J_z^t$ gives the factor $S+\tfrac12$. For $w=(-J_-v,\,2Sv)$,

$$J_+^tw=(-J_+J_-v+2Sv,\;2S\,J_+v)=(0,0).$$

Since $J_zJ_-v=J_-J_zv-J_-v=(S-1)J_-v$, the up component of $w$ has total weight $S-1+\tfrac12$. The down component has weight $S-\tfrac12$, which is the same number.

For the norm, adjointness gives

$$\|J_-v\|^2=\langle v,J_+J_-v\rangle=2S,\qquad \|w\|^2=2S+(2S)^2=2S(2S+1).$$

This is positive, so $w\neq0$. With the unit vector $u=J_-v/\sqrt{2S}$, the normalised state is

$$\frac{w}{\|w\|}=\sqrt{\frac{2S}{2S+1}}\;v\otimes\text{down}-\sqrt{\frac{1}{2S+1}}\;u\otimes\text{up}.$$

For $S=\tfrac12$ this is a singlet; if $V$ is itself a single spin 1/2, it is the familiar two-spin singlet.

The two coupled vectors are orthogonal, because $\langle w,v\otimes\text{up}\rangle=-\langle J_-v,v\rangle=-\langle v,J_+v\rangle=0$. At $S=0$ the norm formula gives $J_-v=0$, and $w$ vanishes: a singlet coupled to a spin 1/2 yields only a doublet.

## Spin operators and highest-weight vectors in Lean

```lean
import Mathlib

open scoped InnerProductSpace

namespace GenealogicalSpinCoupling

noncomputable section
```

The letters `P`, `M` and `Z` stand for $J_+$, $J_-$ and $J_z$. They are linear maps defined on the whole space, and products of them are compositions.

```lean
/-- The su(2) relations for a raising operator `P`, a lowering operator `M` and
a z-component `Z`, in units of ħ. -/
structure IsSpin {W : Type*} [AddCommGroup W] [Module ℂ W]
    (P M Z : Module.End ℂ W) : Prop where
  zp : Z * P - P * Z = P
  zm : Z * M - M * Z = -M
  pm : P * M - M * P = (2 : ℂ) • Z
```

`IsSpin` mentions no norm. It therefore applies both to the original space and to the space of pairs.

```lean
/-- The vector `x` is annihilated by the raising operator and satisfies `Z x = j x`. -/
structure IsHighest {W : Type*} [AddCommGroup W] [Module ℂ W]
    (P Z : Module.End ℂ W) (j : ℝ) (x : W) : Prop where
  raise_eq : P x = 0
  weight_eq : Z x = (j : ℂ) • x
```

`IsHighest` permits the zero vector, so the main theorem establishes nonvanishing separately. The weight `j` is any real number; that $2j$ is an integer is not assumed.

```lean
/-- The squared spin, `(J₊J₋ + J₋J₊)/2 + Jz²`. -/
def spinSq {W : Type*} [AddCommGroup W] [Module ℂ W]
    (P M Z : Module.End ℂ W) : Module.End ℂ W :=
  (1 / 2 : ℂ) • (P * M + M * P) + Z * Z
```

## The total operators on pairs

```lean
variable {V : Type*} [NormedAddCommGroup V] [InnerProductSpace ℂ V]
  {P M Z : Module.End ℂ V} {S : ℝ} {v : V}

/-- Total raising operator on pairs `(a, b)`, which stand for `a ⊗ up + b ⊗ down`. -/
def totalP (P : Module.End ℂ V) : Module.End ℂ (V × V) :=
  LinearMap.prod (P ∘ₗ LinearMap.fst ℂ V V + LinearMap.snd ℂ V V)
    (P ∘ₗ LinearMap.snd ℂ V V)
```

The space `V` is any complex inner product space, of finite or infinite dimension. In the first component of `totalP`, the added `LinearMap.snd` is the added spin's own raising operator, which turns $b\otimes\text{down}$ into $b\otimes\text{up}$.

```lean
/-- Total lowering operator on pairs `(a, b)`, which stand for `a ⊗ up + b ⊗ down`. -/
def totalM (M : Module.End ℂ V) : Module.End ℂ (V × V) :=
  LinearMap.prod (M ∘ₗ LinearMap.fst ℂ V V)
    (M ∘ₗ LinearMap.snd ℂ V V + LinearMap.fst ℂ V V)

/-- Total z-component: the added spin contributes `1/2` for up and `-1/2` for down. -/
def totalZ (Z : Module.End ℂ V) : Module.End ℂ (V × V) :=
  LinearMap.prod ((Z + (1 / 2 : ℂ) • (1 : Module.End ℂ V)) ∘ₗ LinearMap.fst ℂ V V)
    ((Z - (1 / 2 : ℂ) • (1 : Module.End ℂ V)) ∘ₗ LinearMap.snd ℂ V V)

/-- The vector `v ⊗ up`. -/
def coupleUp (v : V) : V × V := (v, 0)

/-- The vector `2S v ⊗ down - (J₋ v) ⊗ up`. -/
def coupleDown (M : Module.End ℂ V) (S : ℝ) (v : V) : V × V :=
  (-(M v), ((2 * S : ℝ) : ℂ) • v)
```

The up component comes first, so $w$ is stored as $(-J_-v,\,2Sv)$.

```lean
/-- If the original operators obey the su(2) relations, so do the total operators
after a spin 1/2 has been added. -/
theorem total_isSpin (h : IsSpin P M Z) : IsSpin (totalP P) (totalM M) (totalZ Z) := by
  have hzp : ∀ x, Z (P x) - P (Z x) = P x := fun x => LinearMap.congr_fun h.zp x
  have hzm : ∀ x, Z (M x) - M (Z x) = -(M x) := fun x => LinearMap.congr_fun h.zm x
  have hpm : ∀ x, P (M x) - M (P x) = (2 : ℂ) • Z x :=
    fun x => LinearMap.congr_fun h.pm x
  -- each relation is checked on the up and on the down component
  refine ⟨LinearMap.ext fun ⟨a, b⟩ => Prod.ext ?_ ?_,
    LinearMap.ext fun ⟨a, b⟩ => Prod.ext ?_ ?_,
    LinearMap.ext fun ⟨a, b⟩ => Prod.ext ?_ ?_⟩
  · change (Z (P a + b) + (1 / 2 : ℂ) • (P a + b))
      - (P (Z a + (1 / 2 : ℂ) • a) + (Z b - (1 / 2 : ℂ) • b)) = P a + b
    simp only [map_add, map_smul]
    linear_combination (norm := module) hzp a
  · change (Z (P b) - (1 / 2 : ℂ) • P b) - P (Z b - (1 / 2 : ℂ) • b) = P b
    simp only [map_sub, map_smul]
    linear_combination (norm := module) hzp b
  · change (Z (M a) + (1 / 2 : ℂ) • M a) - M (Z a + (1 / 2 : ℂ) • a) = -(M a)
    simp only [map_add, map_smul]
    linear_combination (norm := module) hzm a
  · change (Z (M b + a) - (1 / 2 : ℂ) • (M b + a))
      - (M (Z b - (1 / 2 : ℂ) • b) + (Z a + (1 / 2 : ℂ) • a)) = -(M b + a)
    simp only [map_add, map_sub, map_smul]
    linear_combination (norm := module) hzm b
  · change (P (M a) + (M b + a)) - M (P a + b) = (2 : ℂ) • (Z a + (1 / 2 : ℂ) • a)
    simp only [map_add]
    linear_combination (norm := module) hpm a
  · change P (M b + a) - (M (P b) + (P a + b)) = (2 : ℂ) • (Z b - (1 / 2 : ℂ) • b)
    simp only [map_add]
    linear_combination (norm := module) hpm b
```

The three relations, each with two components, give six goals. In each, `change` displays the component as an explicit vector equation, and `simp only` moves the operators through sums and scalar multiples. The corresponding relation on `V` then finishes the calculation.

## Linear combinations of vector equations

That last step is made by `linear_combination (norm := module)`, the device on which the algebra turns. Given a proposed combination of known equations, it checks that the difference between the two sides of the goal equals the same combination of the differences in those equations. The default normaliser, `ring1`, works in commutative rings; `module` replaces it with one for vectors and scalars.

In the first goal above, the terms in $b$ and $J_zb$ cancel, and what remains is $J_zJ_+a-J_+J_za-J_+a$. This is the difference of the two sides of `hzp a`, so that one equation suffices. The normaliser treats an expression such as `P (Z a)` as an indivisible vector and knows nothing of the linearity of `P`, which is why the operators are distributed beforehand.

## The squared spin of a highest-weight vector

```lean
/-- For su(2) operators, lowering and then raising a highest-weight vector of
weight `j` multiplies it by `2j`. -/
theorem raise_lower {W : Type*} [AddCommGroup W] [Module ℂ W]
    {P M Z : Module.End ℂ W} {j : ℝ} {x : W}
    (h : IsSpin P M Z) (hx : IsHighest P Z j x) :
    P (M x) = ((2 * j : ℝ) : ℂ) • x := by
  have hpm : P (M x) - M (P x) = (2 : ℂ) • Z x := LinearMap.congr_fun h.pm x
  rw [hx.raise_eq, map_zero, sub_zero, hx.weight_eq] at hpm
  rw [hpm]
  push_cast
  module
```

This is $J_+J_-x=2jx$: the third commutator is applied to $x$, and the term containing $J_+x$ is removed.

```lean
/-- For su(2) operators, the squared spin multiplies a highest-weight vector of
weight `j` by `j(j+1)`. -/
theorem spinSq_highest {W : Type*} [AddCommGroup W] [Module ℂ W]
    {P M Z : Module.End ℂ W} {j : ℝ} {x : W}
    (h : IsSpin P M Z) (hx : IsHighest P Z j x) :
    spinSq P M Z x = ((j * (j + 1) : ℝ) : ℂ) • x := by
  change (1 / 2 : ℂ) • (P (M x) + M (P x)) + Z (Z x) = _
  rw [raise_lower h hx, hx.raise_eq, map_zero, hx.weight_eq, map_smul, hx.weight_eq]
  push_cast
  module
```

Both lemmas hold for every space `W`, so the second can be used directly on pairs.

```lean
/-- If `v` is a highest-weight vector of weight `S` for su(2) operators, the two coupled
vectors are annihilated by the total raising operator and have weights `S + 1/2` and
`S - 1/2`. -/
theorem coupled_highest (h : IsSpin P M Z) (hv : IsHighest P Z S v) :
    IsHighest (totalP P) (totalZ Z) (S + 1 / 2) (coupleUp v) ∧
    IsHighest (totalP P) (totalZ Z) (S - 1 / 2) (coupleDown M S v) := by
  refine ⟨⟨Prod.ext ?_ ?_, Prod.ext ?_ ?_⟩, ⟨Prod.ext ?_ ?_, Prod.ext ?_ ?_⟩⟩
  · change P v + 0 = 0
    rw [hv.raise_eq, add_zero]
  · exact map_zero P
  · change Z v + (1 / 2 : ℂ) • v = ((S + 1 / 2 : ℝ) : ℂ) • v
    rw [hv.weight_eq]
    push_cast
    module
  · change Z 0 - (1 / 2 : ℂ) • (0 : V) = ((S + 1 / 2 : ℝ) : ℂ) • (0 : V)
    rw [map_zero, smul_zero, smul_zero, sub_zero]
  · -- the two contributions to the up component cancel
    change P (-(M v)) + ((2 * S : ℝ) : ℂ) • v = 0
    rw [map_neg, raise_lower h hv]
    exact neg_add_cancel _
  · change P (((2 * S : ℝ) : ℂ) • v) = 0
    rw [map_smul, hv.raise_eq, smul_zero]
  · change Z (-(M v)) + (1 / 2 : ℂ) • (-(M v)) = ((S - 1 / 2 : ℝ) : ℂ) • (-(M v))
    have hz : Z (M v) - M (Z v) = -(M v) := LinearMap.congr_fun h.zm v
    rw [hv.weight_eq, map_smul] at hz
    rw [map_neg]
    push_cast
    linear_combination (norm := module) (-1 : ℂ) • hz
  · change Z (((2 * S : ℝ) : ℂ) • v) - (1 / 2 : ℂ) • (((2 * S : ℝ) : ℂ) • v)
      = ((S - 1 / 2 : ℝ) : ℂ) • (((2 * S : ℝ) : ℂ) • v)
    rw [map_smul, hv.weight_eq]
    push_cast
    module
```

The eight goals are the two components of the raising and weight equations for each coupled vector. The cancellation $-2Sv+2Sv=0$ is the fifth. In the seventh, `hz` says $J_zJ_-v-S\,J_-v=-J_-v$, and multiplying it by $-1$ gives the weight of the lowered component.

## The norm and the coupling theorem

```lean
/-- For su(2) operators with `J₋` adjoint to `J₊`, lowering a highest-weight vector of
weight `S` multiplies its squared norm by `2S`. -/
theorem norm_lower (h : IsSpin P M Z) (hadj : ∀ x y, ⟪M x, y⟫_ℂ = ⟪x, P y⟫_ℂ)
    (hv : IsHighest P Z S v) : ‖M v‖ ^ 2 = 2 * S * ‖v‖ ^ 2 := by
  have key : ⟪M v, M v⟫_ℂ = ((2 * S : ℝ) : ℂ) * ⟪v, v⟫_ℂ := by
    rw [hadj, raise_lower h hv, inner_smul_right]
  calc ‖M v‖ ^ 2 = (⟪M v, M v⟫_ℂ).re := (inner_self_eq_norm_sq (𝕜 := ℂ) (M v)).symm
    _ = 2 * S * (⟪v, v⟫_ℂ).re := by rw [key, Complex.re_ofReal_mul]
    _ = 2 * S * ‖v‖ ^ 2 :=
      congrArg (fun t : ℝ => 2 * S * t) (inner_self_eq_norm_sq (𝕜 := ℂ) v)
```

The hypothesis `hadj` says that $J_-$ is adjoint to $J_+$; physically, $J_x$ and $J_y$ are Hermitian observables. The proof moves one lowering operator across the inner product and takes real parts. It does not need $v$ to be normalised.

```lean
/-- Genealogical coupling step: for su(2) operators with `J₋` adjoint to `J₊` and a unit
highest-weight vector `v` of weight `S > 0`, the vectors `v ⊗ up` and
`w = 2S v ⊗ down - (J₋ v) ⊗ up` are eigenvectors of the total squared spin with
eigenvalues `j(j+1)` for `j = S + 1/2` and `j = S - 1/2`, and `‖w‖² = 2S(2S+1)`. -/
theorem genealogical_step (h : IsSpin P M Z)
    (hadj : ∀ x y, ⟪M x, y⟫_ℂ = ⟪x, P y⟫_ℂ)
    (hv : IsHighest P Z S v) (hunit : ‖v‖ = 1) (hS : 0 < S) :
    Module.End.HasEigenvector (spinSq (totalP P) (totalM M) (totalZ Z))
      (((S + 1 / 2) * (S + 1 / 2 + 1) : ℝ) : ℂ) (coupleUp v) ∧
    Module.End.HasEigenvector (spinSq (totalP P) (totalM M) (totalZ Z))
      (((S - 1 / 2) * (S - 1 / 2 + 1) : ℝ) : ℂ) (coupleDown M S v) ∧
    ‖WithLp.toLp 2 (coupleDown M S v)‖ ^ 2 = 2 * S * (2 * S + 1) := by
  have hv0 : v ≠ 0 := by
    rintro rfl
    simp at hunit
  have hc : ((2 * S : ℝ) : ℂ) ≠ 0 := Complex.ofReal_ne_zero.mpr (by positivity)
  obtain ⟨hu, hd⟩ := coupled_highest h hv
  refine ⟨⟨Module.End.mem_eigenspace_iff.mpr (spinSq_highest (total_isSpin h) hu),
      fun h0 => hv0 (congrArg Prod.fst h0)⟩,
    ⟨Module.End.mem_eigenspace_iff.mpr (spinSq_highest (total_isSpin h) hd),
      fun h0 => smul_ne_zero hc hv0 (congrArg Prod.snd h0)⟩, ?_⟩
  -- the up and down components contribute 2S and (2S)²
  rw [WithLp.prod_norm_sq_eq_of_L2]
  change ‖-(M v)‖ ^ 2 + ‖((2 * S : ℝ) : ℂ) • v‖ ^ 2 = _
  rw [norm_neg, norm_smul, Complex.norm_real, mul_pow, Real.norm_eq_abs, sq_abs,
    norm_lower h hadj hv, hunit]
  ring
```

`HasEigenvector` requires both the eigenvalue equation and a nonzero vector. The equations come from applying `spinSq_highest` to the total operators. Nonvanishing is read off one component: $v$ for the upper state and $2Sv$ for the lower one.

Mathlib gives the plain product `V × V` the maximum norm. The expression `WithLp.toLp 2` places the pair in the space with the Hilbert norm, where the squared norms of the components add to $2S+(2S)^2$.

The theorem treats one highest-weight vector for each total spin. The remaining members of the multiplets, and the completeness of the functions obtained by repeating the step, would need further arguments.

## Orthogonality and the case S = 0

```lean
/-- If `J₋` is adjoint to `J₊` and `J₊ v = 0`, the two coupled vectors are orthogonal. -/
theorem coupled_orthogonal (hadj : ∀ x y, ⟪M x, y⟫_ℂ = ⟪x, P y⟫_ℂ) (hv : P v = 0) :
    ⟪WithLp.toLp 2 (coupleDown M S v), WithLp.toLp 2 (coupleUp v)⟫_ℂ = 0 := by
  rw [WithLp.prod_inner_apply]
  change ⟪-(M v), v⟫_ℂ + ⟪((2 * S : ℝ) : ℂ) • v, (0 : V)⟫_ℂ = 0
  rw [inner_neg_left, hadj, hv, inner_zero_right, inner_zero_right, neg_zero, add_zero]
```

Orthogonality needs only adjointness and $J_+v=0$; the commutation relations and the value of `S` play no part.

```lean
/-- For su(2) operators with `J₋` adjoint to `J₊` and a highest-weight vector of
weight zero, the lower coupled vector vanishes. -/
theorem coupleDown_zero (h : IsSpin P M Z) (hadj : ∀ x y, ⟪M x, y⟫_ℂ = ⟪x, P y⟫_ℂ)
    (hv : IsHighest P Z 0 v) : coupleDown M 0 v = 0 := by
  have hn := norm_lower h hadj hv
  have hM : M v = 0 := by simpa using hn
  simp [coupleDown, hM]
```

Here `norm_lower` gives $\|J_-v\|^2=0$, so the up component vanishes; the down component carries the factor $2S=0$.

## The operators of a single spin 1/2

A concrete system satisfies the assumptions. On $\mathbb C^2$, let $(1,0)$ be up and $(0,1)$ be down.

```lean
/-- Spin-1/2 raising operator on ℂ². -/
def halfP : Module.End ℂ (EuclideanSpace ℂ (Fin 2)) where
  toFun x := !₂[x 1, 0]
  map_add' x y := by ext i; fin_cases i <;> simp
  map_smul' c x := by ext i; fin_cases i <;> simp

/-- Spin-1/2 lowering operator on ℂ². -/
def halfM : Module.End ℂ (EuclideanSpace ℂ (Fin 2)) where
  toFun x := !₂[0, x 0]
  map_add' x y := by ext i; fin_cases i <;> simp
  map_smul' c x := by ext i; fin_cases i <;> simp

/-- Spin-1/2 z-component on ℂ². -/
def halfZ : Module.End ℂ (EuclideanSpace ℂ (Fin 2)) where
  toFun x := !₂[(1 / 2) * x 0, -(1 / 2) * x 1]
  map_add' x y := by ext i; fin_cases i <;> simp <;> ring
  map_smul' c x := by ext i; fin_cases i <;> simp <;> ring
```

These are the usual spin-1/2 matrices, written as functions of the two components.

```lean
/-- The spin-1/2 operators on ℂ² and the unit vector `(1, 0)` meet the hypotheses of the
coupling step with `S = 1/2`. -/
theorem genealogical_step_witness :
    IsSpin halfP halfM halfZ ∧ (∀ x y, ⟪halfM x, y⟫_ℂ = ⟪x, halfP y⟫_ℂ) ∧
    IsHighest halfP halfZ (1 / 2) !₂[1, 0] ∧
    ‖(!₂[1, 0] : EuclideanSpace ℂ (Fin 2))‖ = 1 := by
  refine ⟨?_, fun x y => ?_, ?_, ?_⟩
  · constructor <;>
      (refine LinearMap.ext fun x => ?_
       ext i
       fin_cases i <;> simp [halfP, halfM, halfZ] <;> ring)
  · simp [halfP, halfM, PiLp.inner_apply, Fin.sum_univ_two]
  · constructor <;> (ext i; fin_cases i <;> simp [halfP, halfZ])
  · simp [EuclideanSpace.norm_eq, Fin.sum_univ_two]

end

end GenealogicalSpinCoupling
```

The relations are checked component by component. With $S=\tfrac12$, the theorem gives $w=\text{up}\otimes\text{down}-\text{down}\otimes\text{up}$, with eigenvalue $0$ and squared norm $2$.

```lean
#print axioms GenealogicalSpinCoupling.coupled_highest
#print axioms GenealogicalSpinCoupling.genealogical_step
#print axioms GenealogicalSpinCoupling.coupled_orthogonal
#print axioms GenealogicalSpinCoupling.coupleDown_zero
```

```
'GenealogicalSpinCoupling.coupled_highest' depends on axioms: [propext, Classical.choice, Quot.sound]
'GenealogicalSpinCoupling.genealogical_step' depends on axioms: [propext, Classical.choice, Quot.sound]
'GenealogicalSpinCoupling.coupled_orthogonal' depends on axioms: [propext, Classical.choice, Quot.sound]
'GenealogicalSpinCoupling.coupleDown_zero' depends on axioms: [propext, Classical.choice, Quot.sound]
```
